# Two finite sums for the integral of $r^m e^{-ar}s^n e^{-bs}$ over $0<r<s$, for natural $m,n$ and $a,b>0$

Should an integral over $0<r<s$ be one integral over a region of the plane, or one radial integral nested inside another? I would like to start from the planar region, so that neither electron is favoured. Here $r$ and $s$ are the distances of an inner and an outer electron from the nucleus, with radial factors $r^m e^{-ar}$ and $s^n e^{-bs}$. Integrating the outer electron first should give a sum of positive terms. Integrating the inner one first should give the product of the two complete radial integrals minus another sum. Can both forms be derived rigorously from the same integral and checked by machine?

## Integrating out either electron

Yes. Take the planar integral as the definition,

$$I_{mn}(a,b)=\iint_{0<r<s} r^m e^{-ar}\,s^n e^{-bs}\,dr\,ds .$$

Two one-dimensional results are needed. The complete radial integral is

$$\int_0^\infty x^n e^{-ax}\,dx=\frac{n!}{a^{n+1}} .$$

For the part outside a radius, define the polynomial

$$T_{n,b}(x)=\sum_{j=0}^{n}\frac{n!}{j!\,b^{n-j+1}}\,x^j .$$

It satisfies $T_{0,b}=1/b$ and

$$T_{n+1,b}(x)=\frac{n+1}{b}\,T_{n,b}(x)+\frac{x^{n+1}}{b}.$$

Then $-e^{-bx}T_{n,b}(x)$ is an antiderivative of $x^n e^{-bx}$. This is clear for $n=0$. If it holds for $n$, the derivative for $n+1$ is

$$\frac{n+1}{b}x^n e^{-bx}-\frac{(n+1)x^n-b\,x^{n+1}}{b}\,e^{-bx}=x^{n+1}e^{-bx}.$$

Since the antiderivative vanishes at infinity,

$$\int_r^\infty s^n e^{-bs}\,ds=e^{-br}\,T_{n,b}(r)\qquad(r\ge 0).$$

The integrand is non-negative and integrable, so either variable may be integrated first. With the outer electron first, each power $r^{m+j}$ meets the exponential $e^{-(a+b)r}$, and the complete integral gives

$$I_{mn}(a,b)=\sum_{j=0}^{n}\frac{n!\,(m+j)!}{j!\,b^{n-j+1}(a+b)^{m+j+1}} .$$

With the inner electron first, the integral from $0$ to $s$ is the total minus the tail, $m!/a^{m+1}-e^{-as}T_{m,a}(s)$. Multiplying by $s^n e^{-bs}$ and integrating gives

$$I_{mn}(a,b)=\frac{m!\,n!}{a^{m+1}b^{n+1}}-\sum_{j=0}^{m}\frac{m!\,(n+j)!}{j!\,a^{m-j+1}(a+b)^{n+j+1}} .$$

For $m=n=0$ both forms reduce to $1/(b(a+b))$. In floating-point arithmetic the second form loses digits when $a\ll b$, because two nearly equal numbers, both much larger than their difference, are subtracted; the Lean theorems concern exact real numbers only.

## From the ordered region to the Slater integral

Now let $r$ and $s$ be the distances of two electrons from the nucleus, either of which may be the inner one. With $r_<=\min(r,s)$ and $r_>=\max(r,s)$, the multipole kernel of order $k$ is $r_<^k/r_>^{k+1}$. Let the two densities be $r^{u+k+1}e^{-ar}$ and $s^{v+k+1}e^{-bs}$, with natural $u,v$, and let $R^k$ be the integral of their product times this kernel over all positive $r$ and $s$. For $s>r$ the powers become $r^{u+2k+1}s^v$; for $s<r$ they become $r^u s^{v+2k+1}$. Hence

$$R^k=I_{u+2k+1,\,v}(a,b)+I_{v+2k+1,\,u}(b,a).$$

This covers the radial part of one-centre electron repulsion integrals in electronic structure, for Slater-type orbitals whose radial factor is $r^{N-1}$ times a decaying exponential, with integer $N>\ell$ for angular momentum $\ell$. Two such orbitals give a density of power $N+N'\ge \ell+\ell'+2$, and only orders $k\le \ell+\ell'$ contribute, so the power is at least $k+2$ and the formula applies. The densities include the volume factors $r^2$ and $s^2$ but no normalisation constants. For two normalised 1s densities $4\zeta^3r^2e^{-2\zeta r}$, with orbital exponent $\zeta>0$, we have $k=0$, $u=v=1$ and $a=b=2\zeta$. The unnormalised value $5/(4a^5)$, multiplied by $(4\zeta^3)^2$, gives $5\zeta/8$ in atomic units.

## What the Lean theorems say

`slater n a x` is the factor $x^n e^{-ax}$, and `tailPoly n b x` is $T_{n,b}(x)$. In `orderedIntegral m n a b`, a point `p` of the plane has `p.1` as $r$ and `p.2` as $s$, and the integral uses ordinary area measure. `orderedSum` is the positive sum.

The theorem `orderedIntegral_eq` assumes `0 < a` and `0 < b`, and has three parts: the first formula, the positivity of each of its terms, and the subtracted formula. `Finset.range (n + 1)` runs over $j=0,\dots,n$, so `n - j` is an ordinary difference.

The theorem `slaterR_eq`, which also assumes `0 < a` and `0 < b`, gives the two-sum formula for $R^k$. Its left side, `slaterR`, is a nested integral with $s$ innermost. Writing the powers as `u + k + 1` and `v + k + 1` restricts the theorem to densities whose powers are at least $k+1$. Angular coefficients, non-integer powers and orbitals on different centres are not treated.

Defining `orderedIntegral` as a nested integral too, with the outer electron innermost, would have given the positive sum without Fubini's theorem. The proofs of the subtracted form and of `slaterR_eq` would still have used the exchange of order, and the definition would have favoured one electron.

```lean
import Mathlib

open MeasureTheory Set

namespace SlaterOrderedIntegrals

noncomputable section

/-- The radial factor `x^n exp(-a x)` of a product of Slater-type orbitals. -/
def slater (n : ℕ) (a x : ℝ) : ℝ := x ^ n * Real.exp (-(a * x))

/-- The polynomial `∑_(j≤n) n!/(j! b^(n-j+1)) x^j`, for `b ≠ 0`. -/
def tailPoly (n : ℕ) (b x : ℝ) : ℝ :=
  ∑ j ∈ Finset.range (n + 1), (n.factorial : ℝ) / (j.factorial * b ^ (n - j + 1)) * x ^ j

/-- The integral of `r^m exp(-a r) s^n exp(-b s)` over the region `0 < r < s`. -/
def orderedIntegral (m n : ℕ) (a b : ℝ) : ℝ :=
  ∫ p in {p : ℝ × ℝ | 0 < p.1 ∧ p.1 < p.2}, slater m a p.1 * slater n b p.2

/-- The sum `∑_(j≤n) n!(m+j)!/(j! b^(n-j+1) (a+b)^(m+j+1))`, for `b ≠ 0` and `a + b ≠ 0`. -/
def orderedSum (m n : ℕ) (a b : ℝ) : ℝ :=
  ∑ j ∈ Finset.range (n + 1), ((n.factorial : ℝ) * (m + j).factorial) /
    (j.factorial * b ^ (n - j + 1) * (a + b) ^ (m + j + 1))

/-- The radial integral of `r^p exp(-a r) s^q exp(-b s)` with the multipole kernel
`min(r,s)^k / max(r,s)^(k+1)`, over positive `r` and `s`. -/
def slaterR (k p q : ℕ) (a b : ℝ) : ℝ :=
  ∫ r in Ioi (0 : ℝ), ∫ s in Ioi (0 : ℝ),
    slater p a r * slater q b s * (min r s ^ k / max r s ^ (k + 1))

/-- The complete radial integral of `x^n exp(-a x)` is `n!/a^(n+1)`. -/
theorem integral_slater (n : ℕ) {a : ℝ} (ha : 0 < a) :
    ∫ x in Ioi (0 : ℝ), slater n a x = (n.factorial : ℝ) / a ^ (n + 1) := by
  have h := Real.integral_rpow_mul_exp_neg_mul_Ioi (a := (n : ℝ) + 1) (r := a)
    (by positivity) ha
  have e : (1 / a) ^ ((n : ℝ) + 1) = 1 / a ^ (n + 1) := by
    have h1 := Real.rpow_natCast (1 / a) (n + 1)
    push_cast at h1
    rw [h1, one_div_pow]
  rw [Real.Gamma_nat_eq_factorial, add_sub_cancel_right, e] at h
  simp only [Real.rpow_natCast] at h
  simp only [slater]
  rw [h]
  ring

/-- The radial factor is integrable on the positive half-line. -/
theorem integrable_slater (n : ℕ) {a : ℝ} (ha : 0 < a) :
    IntegrableOn (slater n a) (Ioi 0) := by
  by_contra h
  have hpos : 0 < (n.factorial : ℝ) / a ^ (n + 1) := by positivity
  exact hpos.ne' ((integral_slater n ha).symm.trans (integral_undef h))

/-- An antiderivative of `x^n exp(-b x)` is `-exp(-b x)` times the tail polynomial. -/
theorem hasDerivAt_tail (n : ℕ) {b : ℝ} (hb : b ≠ 0) (x : ℝ) :
    HasDerivAt (fun y => -(Real.exp (-(b * y)) * tailPoly n b y)) (slater n b x) x := by
  have he : HasDerivAt (fun y => Real.exp (-(b * y))) (Real.exp (-(b * x)) * -(b * 1)) x :=
    ((hasDerivAt_id' x).const_mul b).fun_neg.exp
  have hb' : b * (1 / b) = 1 := mul_one_div_cancel hb
  induction n with
  | zero =>
    have h0 : ∀ y, tailPoly 0 b y = 1 / b := fun y => by simp [tailPoly]
    simp only [h0]
    refine (he.mul_const (1 / b)).fun_neg.congr_deriv ?_
    unfold slater
    linear_combination Real.exp (-(b * x)) * hb'
  | succ n ih =>
    -- raising the power by one: the recurrence behind integration by parts
    have hrec : ∀ y, tailPoly (n + 1) b y
        = ((n : ℝ) + 1) / b * tailPoly n b y + y ^ (n + 1) / b := by
      intro y
      unfold tailPoly
      rw [Finset.sum_range_succ _ (n + 1), Finset.mul_sum]
      congr 1
      · refine Finset.sum_congr rfl fun j hj => ?_
        have hj' : n + 1 - j + 1 = (n - j + 1) + 1 := by
          have := Finset.mem_range.mp hj
          omega
        rw [hj', Nat.factorial_succ, pow_succ b (n - j + 1)]
        push_cast
        ring
      · have h : ((n + 1).factorial : ℝ) ≠ 0 := Nat.cast_ne_zero.2 (Nat.factorial_ne_zero _)
        rw [Nat.sub_self, zero_add, pow_one, div_mul_eq_div_div, div_self h]
        ring
    have hfun : (fun y => -(Real.exp (-(b * y)) * tailPoly (n + 1) b y)) = fun y =>
        ((n : ℝ) + 1) / b * -(Real.exp (-(b * y)) * tailPoly n b y)
          - Real.exp (-(b * y)) * y ^ (n + 1) / b := by
      funext y
      rw [hrec]
      ring
    rw [hfun]
    refine ((ih.const_mul _).fun_sub
      ((he.fun_mul (hasDerivAt_pow (n + 1) x)).div_const b)).congr_deriv ?_
    simp only [slater, Nat.add_sub_cancel]
    push_cast
    linear_combination Real.exp (-(b * x)) * x ^ (n + 1) * hb'

/-- A radial integral splits into the parts inside and outside the radius `r`. -/
theorem integral_split {f : ℝ → ℝ} {r : ℝ} (hr : 0 ≤ r) (h1 : IntegrableOn f (Ioc 0 r))
    (h2 : IntegrableOn f (Ioi r)) :
    ∫ x in Ioi (0 : ℝ), f x = (∫ x in Ioc 0 r, f x) + ∫ x in Ioi r, f x := by
  have hd : Disjoint (Ioc 0 r) (Ioi r) :=
    Set.disjoint_left.2 fun x hx hx' => not_lt_of_ge (mem_Ioc.1 hx).2 (mem_Ioi.1 hx')
  rw [← Ioc_union_Ioi_eq_Ioi hr, setIntegral_union hd measurableSet_Ioi h1 h2]

/-- The integral of `s^n exp(-b s)` outside the radius `r` is `exp(-b r)` times the
tail polynomial at `r`. -/
theorem integral_tail (n : ℕ) {b r : ℝ} (hb : 0 < b) (hr : 0 ≤ r) :
    ∫ s in Ioi r, slater n b s = Real.exp (-(b * r)) * tailPoly n b r := by
  have hs := integral_split hr ((integrable_slater n hb).mono_set Ioc_subset_Ioi_self)
    ((integrable_slater n hb).mono_set (Ioi_subset_Ioi hr))
  have hc : Continuous (fun x => slater n b x) := by
    unfold slater
    fun_prop
  have h0 : tailPoly n b 0 = (n.factorial : ℝ) / b ^ (n + 1) := by
    unfold tailPoly
    rw [Finset.sum_range_succ']
    simp
  have hh : ∫ x in Ioc 0 r, slater n b x
      = (n.factorial : ℝ) / b ^ (n + 1) - Real.exp (-(b * r)) * tailPoly n b r := by
    rw [← intervalIntegral.integral_of_le hr, intervalIntegral.integral_eq_sub_of_hasDerivAt
      (fun x _ => hasDerivAt_tail n hb.ne' x) (hc.intervalIntegrable 0 r)]
    simp only [h0, mul_zero, neg_zero, Real.exp_zero, one_mul]
    ring
  rw [integral_slater n hb] at hs
  linarith

/-- The ordered integral may be evaluated with either the outer or the inner electron
integrated first. -/
theorem orderedIntegral_iterated (m n : ℕ) {a b : ℝ} (ha : 0 < a) (hb : 0 < b) :
    orderedIntegral m n a b = (∫ r in Ioi (0 : ℝ), slater m a r * ∫ s in Ioi r, slater n b s) ∧
    orderedIntegral m n a b =
      ∫ s in Ioi (0 : ℝ), slater n b s * ∫ r in Ioc 0 s, slater m a r := by
  have hT : MeasurableSet {p : ℝ × ℝ | p.1 < p.2} := measurableSet_lt measurable_fst measurable_snd
  have hset : {p : ℝ × ℝ | 0 < p.1 ∧ p.1 < p.2}
      = {p : ℝ × ℝ | p.1 < p.2} ∩ (Ioi 0 ×ˢ Ioi 0) := by
    ext p
    simp only [mem_ofPred_eq, mem_inter_iff, mem_prod, mem_Ioi]
    exact ⟨fun h => ⟨h.2, h.1, h.1.trans h.2⟩, fun h => ⟨h.2.1, h.1⟩⟩
  have hint := (Integrable.mul_prod (integrable_slater m ha) (integrable_slater n hb)).indicator hT
  have h0 : orderedIntegral m n a b = ∫ p, {p : ℝ × ℝ | p.1 < p.2}.indicator
      (fun p => slater m a p.1 * slater n b p.2) p
      ∂((volume.restrict (Ioi (0 : ℝ))).prod (volume.restrict (Ioi (0 : ℝ)))) := by
    unfold orderedIntegral
    rw [integral_indicator hT, Measure.prod_restrict, Measure.restrict_restrict hT,
      ← Measure.volume_eq_prod, hset]
  constructor
  · rw [h0, integral_prod _ hint]
    refine setIntegral_congr_fun measurableSet_Ioi fun r hr => ?_
    have h : ∀ s, {p : ℝ × ℝ | p.1 < p.2}.indicator
        (fun p => slater m a p.1 * slater n b p.2) (r, s)
        = (Ioi r).indicator (fun s => slater m a r * slater n b s) s := fun s => rfl
    simp only [h]
    rw [setIntegral_indicator measurableSet_Ioi,
      inter_eq_right.2 (Ioi_subset_Ioi (mem_Ioi.1 hr).le), integral_const_mul]
  · rw [h0, integral_prod_symm _ hint]
    refine setIntegral_congr_fun measurableSet_Ioi fun s _ => ?_
    have h : ∀ r, {p : ℝ × ℝ | p.1 < p.2}.indicator
        (fun p => slater m a p.1 * slater n b p.2) (r, s)
        = (Iio s).indicator (fun r => slater m a r * slater n b s) r := fun r => rfl
    simp only [h]
    rw [setIntegral_indicator measurableSet_Iio, Ioi_inter_Iio, integral_mul_const,
      integral_Ioc_eq_integral_Ioo, mul_comm]

/-- Integrating the outer electron first gives the ordered sum, which is positive. -/
theorem iterated_eq_orderedSum (m n : ℕ) {a b : ℝ} (ha : 0 < a) (hb : 0 < b) :
    (∫ r in Ioi (0 : ℝ), slater m a r * ∫ s in Ioi r, slater n b s) = orderedSum m n a b ∧
    0 < orderedSum m n a b := by
  have hab : 0 < a + b := add_pos ha hb
  refine ⟨?_, Finset.sum_pos (fun j _ => by positivity) ⟨0, by simp⟩⟩
  unfold orderedSum
  calc
    _ = ∫ r in Ioi (0 : ℝ), ∑ j ∈ Finset.range (n + 1),
        (n.factorial : ℝ) / (j.factorial * b ^ (n - j + 1)) * slater (m + j) (a + b) r := by
      refine setIntegral_congr_fun measurableSet_Ioi fun r hr => ?_
      have he : Real.exp (-((a + b) * r)) = Real.exp (-(a * r)) * Real.exp (-(b * r)) := by
        rw [← Real.exp_add]
        congr 1
        ring
      simp only [integral_tail n hb (mem_Ioi.1 hr).le]
      simp only [tailPoly, slater, he]
      rw [Finset.mul_sum, Finset.mul_sum]
      exact Finset.sum_congr rfl fun j _ => by ring
    _ = _ := by
      rw [integral_finsetSum _ fun j _ => Integrable.const_mul (integrable_slater (m + j) hab) _]
      refine Finset.sum_congr rfl fun j _ => ?_
      rw [integral_const_mul, integral_slater _ hab, div_mul_div_comm]

/-- The ordered integral equals a sum of positive terms, and also equals the product of the
two complete radial integrals minus a second sum. -/
theorem orderedIntegral_eq (m n : ℕ) {a b : ℝ} (ha : 0 < a) (hb : 0 < b) :
    orderedIntegral m n a b = ∑ j ∈ Finset.range (n + 1),
      ((n.factorial : ℝ) * (m + j).factorial) /
        (j.factorial * b ^ (n - j + 1) * (a + b) ^ (m + j + 1)) ∧
    (∀ j ∈ Finset.range (n + 1), 0 < ((n.factorial : ℝ) * (m + j).factorial) /
        (j.factorial * b ^ (n - j + 1) * (a + b) ^ (m + j + 1))) ∧
    orderedIntegral m n a b = (m.factorial : ℝ) * n.factorial / (a ^ (m + 1) * b ^ (n + 1)) -
      ∑ j ∈ Finset.range (m + 1), ((m.factorial : ℝ) * (n + j).factorial) /
        (j.factorial * a ^ (m - j + 1) * (a + b) ^ (n + j + 1)) := by
  obtain ⟨h1, h2⟩ := orderedIntegral_iterated m n ha hb
  refine ⟨h1.trans (iterated_eq_orderedSum m n ha hb).1, fun j _ => by positivity, ?_⟩
  obtain ⟨hv, hpos⟩ := iterated_eq_orderedSum n m hb ha
  have hg : IntegrableOn (fun s => slater n b s * ∫ r in Ioi s, slater m a r) (Ioi 0) := by
    by_contra h
    exact hpos.ne' (hv.symm.trans (integral_undef h))
  -- the inner charge is the total charge minus the tail
  have hc : (∫ s in Ioi (0 : ℝ), slater n b s * ∫ r in Ioc 0 s, slater m a r)
      = ∫ s in Ioi (0 : ℝ), ((m.factorial : ℝ) / a ^ (m + 1) * slater n b s
        - slater n b s * ∫ r in Ioi s, slater m a r) := by
    refine setIntegral_congr_fun measurableSet_Ioi fun s hs => ?_
    have h := integral_split (mem_Ioi.1 hs).le
      ((integrable_slater m ha).mono_set Ioc_subset_Ioi_self)
      ((integrable_slater m ha).mono_set (Ioi_subset_Ioi (mem_Ioi.1 hs).le))
    rw [integral_slater m ha] at h
    simp only [h]
    ring
  rw [h2, hc, integral_sub (Integrable.const_mul (integrable_slater n hb) _) hg,
    integral_const_mul, integral_slater n hb, hv, div_mul_div_comm, orderedSum, add_comm b a]

/-- The radial integral with multipole kernel of order `k`, for densities with powers
`u+k+1` and `v+k+1`, is the sum of two ordered sums. -/
theorem slaterR_eq (k u v : ℕ) {a b : ℝ} (ha : 0 < a) (hb : 0 < b) :
    slaterR k (u + k + 1) (v + k + 1) a b =
      orderedSum (u + 2 * k + 1) v a b + orderedSum (v + 2 * k + 1) u b a := by
  obtain ⟨hv1, hp1⟩ := iterated_eq_orderedSum (u + 2 * k + 1) v ha hb
  obtain ⟨hv, hp2⟩ := iterated_eq_orderedSum (v + 2 * k + 1) u hb ha
  obtain ⟨h1, h2⟩ := orderedIntegral_iterated (v + 2 * k + 1) u hb ha
  have hv2 := h2.symm.trans (h1.trans hv)
  have g1 : IntegrableOn (fun r => slater (u + 2 * k + 1) a r * ∫ s in Ioi r, slater v b s)
      (Ioi 0) := by
    by_contra h
    exact hp1.ne' (hv1.symm.trans (integral_undef h))
  have g2 : IntegrableOn (fun r => slater u a r * ∫ s in Ioc 0 r, slater (v + 2 * k + 1) b s)
      (Ioi 0) := by
    by_contra h
    exact hp2.ne' (hv2.symm.trans (integral_undef h))
  rw [← hv1, ← hv2, ← integral_add g1 g2]
  refine setIntegral_congr_fun measurableSet_Ioi fun r hr => ?_
  have hr0 : 0 < r := hr
  -- the kernel factorises on either side of `s = r`
  have e1 : EqOn (fun s => slater u a r * slater (v + 2 * k + 1) b s)
      (fun s => slater (u + k + 1) a r * slater (v + k + 1) b s *
        (min r s ^ k / max r s ^ (k + 1))) (Ioc 0 r) := by
    intro s hs
    simp only [slater, min_eq_right hs.2, max_eq_left hs.2]
    rw [← mul_div_assoc, eq_div_iff (pow_ne_zero _ hr0.ne')]
    ring
  have e2 : EqOn (fun s => slater (u + 2 * k + 1) a r * slater v b s)
      (fun s => slater (u + k + 1) a r * slater (v + k + 1) b s *
        (min r s ^ k / max r s ^ (k + 1))) (Ioi r) := by
    intro s hs
    have hs' : r < s := hs
    simp only [slater, min_eq_left hs'.le, max_eq_right hs'.le]
    rw [← mul_div_assoc, eq_div_iff (pow_ne_zero _ (hr0.trans hs').ne')]
    ring
  have i1 : IntegrableOn (fun s => slater u a r * slater (v + 2 * k + 1) b s) (Ioc 0 r) :=
    Integrable.const_mul ((integrable_slater _ hb).mono_set Ioc_subset_Ioi_self) _
  have i2 : IntegrableOn (fun s => slater (u + 2 * k + 1) a r * slater v b s) (Ioi r) :=
    Integrable.const_mul ((integrable_slater _ hb).mono_set (Ioi_subset_Ioi hr0.le)) _

  rw [integral_split hr0.le (i1.congr_fun e1 measurableSet_Ioc)
    (i2.congr_fun e2 measurableSet_Ioi), ← setIntegral_congr_fun measurableSet_Ioc e1,
    ← setIntegral_congr_fun measurableSet_Ioi e2, integral_const_mul, integral_const_mul, add_comm]

end

end SlaterOrderedIntegrals
```

```lean
#print axioms SlaterOrderedIntegrals.orderedIntegral_eq
-- 'SlaterOrderedIntegrals.orderedIntegral_eq' depends on axioms: [propext, Classical.choice, Quot.sound]
#print axioms SlaterOrderedIntegrals.slaterR_eq
-- 'SlaterOrderedIntegrals.slaterR_eq' depends on axioms: [propext, Classical.choice, Quot.sound]
```

## How the proof follows the calculation

`integral_slater` obtains the complete integral from Mathlib's Gamma-function formula. Mathlib assigns the value zero to a non-integrable function's integral, so the nonzero result yields `integrable_slater`. The same argument later supplies integrability of the nested integrands.

`hasDerivAt_tail` is the induction above, with `hrec` as the recurrence for the polynomial. `integral_tail` avoids a limit at infinity: it applies the fundamental theorem of calculus between $0$ and $r$, then uses `integral_split` to subtract the result from the complete integral.

`orderedIntegral_iterated` writes the region as an indicator function on the product of two positive half-lines and applies Fubini's theorem in both orders. `iterated_eq_orderedSum` inserts the tail polynomial, combines the exponentials and integrates term by term. `orderedIntegral_eq` uses that lemma directly for the first formula, and with the electrons exchanged for the subtracted sum; its step `hc` replaces the inner integral by total minus tail.

In `slaterR_eq`, `e1` and `e2` simplify the kernel for $s\le r$ and $s>r$. The latter part is already a nested integral with the outer electron innermost. For the former, `orderedIntegral_iterated` changes the order of integration, after which both parts are ordered sums.
